# For H2 built from unchanged atomic 1s orbitals, |ra − rb| decides the sign of the deformation density

When two hydrogen atoms form H2, electron density grows in some places and shrinks in others, compared with the free atoms. In the simplest molecular-orbital model, with one 1s orbital on each atom, the place where the sign changes depends on the overlap s of these orbitals, so a formal statement needs a decision: is s a free number, or the integral of the product of the orbitals? Here it is a free number with 0 < s < 1. The known closed form for 1s orbitals enters only in a second result, about the density at a nucleus.

Let ra and rb be the distances from a point r to the nuclei A and B, and put

a = N exp(−z ra), b = N exp(−z rb).

The exponent z > 0 is often written ζ; for free hydrogen atoms it is 1/a₀, where a₀ is the Bohr radius. Normalised orbitals have N = √(z³/π), but the theorems accept any N > 0. Two electrons in the bonding orbital (a + b)/√(2(1 + s)) have density (a + b)²/(1 + s). Subtracting the free atoms, whose densities are a² and b² with the same exponent z, gives the deformation density

Δ = (a + b)²/(1 + s) − a² − b².

The main result is that Δ is positive, zero or negative according to whether z|ra − rb| is below, equal to or above

L = log((1 + √(1 − s²))/s).

For a difference density plotted in this model, with the same exponential orbitals in molecule and atoms and with their actual overlap as s, this gives the exact zero contour.

```lean
import Mathlib

namespace HydrogenDeformationDensity

noncomputable section
```

Nuclei and field points are both of type `Point`, and ra is `dist r A`.

```lean
/-- Points of physical space. -/
abbrev Point := EuclideanSpace ℝ (Fin 3)

/-- The 1s orbital `N exp(-z |r - P|)` centred at the nucleus `P`. -/
def orbital (N z : ℝ) (P r : Point) : ℝ := N * Real.exp (-z * dist r P)

/-- Density of the doubly occupied bonding orbital of H2 minus the densities of the two
free atoms, for an overlap `s ≠ -1`. -/
def deformationDensity (N z s : ℝ) (A B r : Point) : ℝ :=
  (orbital N z A r + orbital N z B r) ^ 2 / (1 + s)
    - orbital N z A r ^ 2 - orbital N z B r ^ 2
```

The number L is called `reach s`, a name local to this file.

```lean
/-- The number `log ((1 + √(1 - s²)) / s)`, for an overlap `0 < s ≤ 1`. -/
def reach (s : ℝ) : ℝ := Real.log ((1 + Real.sqrt (1 - s ^ 2)) / s)
```

The closed form of the overlap is a function of w = zR, where R is the distance between the nuclei.

```lean
/-- The function `exp(-w) (1 + w + w²/3)`, the closed form of the overlap of two normalised
1s orbitals of exponent `z` at distance `R`, with `w = z R`. -/
def overlap1s (w : ℝ) : ℝ := Real.exp (-w) * (1 + w + w ^ 2 / 3)
```

That this function equals the overlap integral of the model orbitals is taken on trust: the integral is never evaluated in Lean.

## One exponent for molecule and atoms

The same z appears in both orbitals and in the subtracted atoms. The model thus assumes that the atomic orbitals neither contract nor polarise when the bond forms. This assumption is built into the definitions, and it makes the density factor. Since b/a = exp(z(ra − rb)),

a² + b² = ab(a/b + b/a) = 2ab cosh(z(ra − rb)).

In Lean, `h1` and `h2` are the two exponential identities behind this equation, and `linear_combination` adds them with the factor −N².

```lean
/-- The sum of the two atomic densities is twice the product of the orbitals times the
hyperbolic cosine of `z (ra - rb)`. -/
theorem atomic_densities_eq (N z : ℝ) (A B r : Point) :
    orbital N z A r ^ 2 + orbital N z B r ^ 2 =
      2 * orbital N z A r * orbital N z B r * Real.cosh (z * (dist r A - dist r B)) := by
  have h1 : Real.exp (-z * dist r A) * Real.exp (-z * dist r B)
      * Real.exp (z * (dist r A - dist r B)) = Real.exp (-z * dist r B) ^ 2 := by
    rw [← Real.exp_add, ← Real.exp_add, sq, ← Real.exp_add]
    congr 1
    ring
  have h2 : Real.exp (-z * dist r A) * Real.exp (-z * dist r B)
      * Real.exp (-(z * (dist r A - dist r B))) = Real.exp (-z * dist r A) ^ 2 := by
    rw [← Real.exp_add, ← Real.exp_add, sq, ← Real.exp_add]
    congr 1
    ring
  unfold orbital
  rw [Real.cosh_eq]
  linear_combination (-N ^ 2) * h1 - N ^ 2 * h2
```

Expanding the square in Δ then gives

Δ = (2ab − s(a² + b²))/(1 + s) = 2ab/(1 + s) · (1 − s cosh(z(ra − rb))).

The only hypothesis here is 1 + s ≠ 0, which says that the bonding orbital has nonzero norm. The proof clears the denominator and inserts the previous identity, named `key`.

```lean
/-- For `s ≠ -1` the deformation density is the overlap density `2ab/(1+s)` times
`1 - s cosh(z (ra - rb))`. -/
theorem deformationDensity_eq (N z : ℝ) {s : ℝ} (hs : 1 + s ≠ 0) (A B r : Point) :
    deformationDensity N z s A B r =
      2 * orbital N z A r * orbital N z B r / (1 + s)
        * (1 - s * Real.cosh (z * (dist r A - dist r B))) := by
  have key := atomic_densities_eq N z A B r
  unfold deformationDensity
  rw [div_mul_eq_mul_div, eq_div_iff hs, sub_mul, sub_mul, div_mul_cancel₀ _ hs]
  linear_combination (-s) * key
```

If the molecular orbitals had a different exponent from the free atoms, the subtracted densities would no longer be a² and b², and this factorisation would be lost.

## Overlap strictly between 0 and 1

Positive 1s orbitals on distinct nuclei overlap, but not completely; this is the physical content of 0 < s < 1. By hand, the condition is used to solve s cosh L = 1. With t = exp(L) and q = √(1 − s²), the equation becomes

s t² − 2t + s = 0, so t = (1 ± q)/s.

The product of the roots is 1. The larger root, (1 + q)/s, exceeds 1, so its logarithm L is positive, and

cosh L = ½((1 + q)/s + (1 − q)/s) = 1/s.

The proof follows the same path: `ht` says that the larger root exceeds 1, and `hinv` says that its inverse is the other root.

```lean
/-- For an overlap `0 < s < 1` the number `reach s` is positive and its hyperbolic cosine
is `1/s`. -/
theorem reach_spec {s : ℝ} (hs : 0 < s) (hs1 : s < 1) :
    0 < reach s ∧ s * Real.cosh (reach s) = 1 := by
  have hpos : 0 < 1 - s ^ 2 := by nlinarith
  have hq := Real.sq_sqrt hpos.le
  have hq0 := Real.sqrt_pos.2 hpos
  unfold reach
  set q := Real.sqrt (1 - s ^ 2) with hqdef
  have ht : 1 < (1 + q) / s := (one_lt_div hs).2 (by linarith)
  refine ⟨Real.log_pos ht, ?_⟩
  -- the two roots of s t² - 2 t + s are reciprocal
  have hinv : ((1 + q) / s)⁻¹ = (1 - q) / s := by
    rw [inv_div, div_eq_div_iff (by linarith) hs.ne']
    linear_combination hq
  have hsum : 1 + q + (1 - q) = 2 := by ring
  rw [Real.cosh_eq, Real.exp_neg, Real.exp_log (by linarith), hinv, ← add_div, hsum]
  field_simp
```

For −1 < s ≤ 0 the second factor of Δ is at least 1, so Δ is positive everywhere and there is no finite boundary. At s = 0 Lean would evaluate the logarithm of 2/0 as 0, and the stated equivalence would fail. At the other end, s = 1 gives L = 0: the region of accumulation is empty, and `reach_spec` fails because L is no longer positive. Above 1 the square root is not real, and no normalised orbitals have such an overlap.

## Positive amplitude and a decaying orbital

The condition N > 0 makes a and b positive, and with them the prefactor 2ab/(1 + s). The sign of Δ is then the sign of 1 − s cosh(z(ra − rb)). Because cosh is even and increases with the absolute value of its argument,

Δ > 0 ⇔ cosh(z(ra − rb)) < cosh L ⇔ |z(ra − rb)| < L.

The condition z > 0 says that the orbitals decay away from their nuclei. It turns |z(ra − rb)| into z|ra − rb|.

In the proof, `hK` is the positive prefactor, `hcosh` replaces 1 by s cosh L, and `Real.cosh_lt_cosh` compares the absolute values.

```lean
/-- For `N, z > 0` and overlap `0 < s < 1`, bonding accumulates charge exactly where
`z |ra - rb| < log ((1 + √(1 - s²)) / s)`. -/
theorem deformationDensity_pos_iff {N z s : ℝ} (hN : 0 < N) (hz : 0 < z)
    (hs : 0 < s) (hs1 : s < 1) (A B r : Point) :
    0 < deformationDensity N z s A B r ↔
      z * |dist r A - dist r B| < Real.log ((1 + Real.sqrt (1 - s ^ 2)) / s) := by
  change _ ↔ _ < reach s
  obtain ⟨hL, hc⟩ := reach_spec hs hs1
  have hK : 0 < 2 * orbital N z A r * orbital N z B r / (1 + s) := by
    unfold orbital
    positivity
  have hcosh : s * Real.cosh (z * (dist r A - dist r B)) < 1 ↔
      Real.cosh (z * (dist r A - dist r B)) < Real.cosh (reach s) :=
    ⟨fun h => lt_of_mul_lt_mul_left (h.trans_eq hc.symm) hs.le,
      fun h => (mul_lt_mul_of_pos_left h hs).trans_eq hc⟩
  rw [deformationDensity_eq N z (by linarith) A B r, mul_pos_iff_of_pos_left hK, sub_pos,
    hcosh, Real.cosh_lt_cosh, abs_of_pos hL, abs_mul, abs_of_pos hz]
```

For the zero surface the prefactor only has to be nonzero. Equality of the two hyperbolic cosines is split into two inequalities, which give equality of the absolute values.

```lean
/-- For `N, z > 0` and overlap `0 < s < 1`, the deformation density vanishes exactly where
`z |ra - rb| = log ((1 + √(1 - s²)) / s)`. -/
theorem deformationDensity_eq_zero_iff {N z s : ℝ} (hN : 0 < N) (hz : 0 < z)
    (hs : 0 < s) (hs1 : s < 1) (A B r : Point) :
    deformationDensity N z s A B r = 0 ↔
      z * |dist r A - dist r B| = Real.log ((1 + Real.sqrt (1 - s ^ 2)) / s) := by
  change _ ↔ _ = reach s
  obtain ⟨hL, hc⟩ := reach_spec hs hs1
  have hK : 2 * orbital N z A r * orbital N z B r / (1 + s) ≠ 0 := by
    unfold orbital
    positivity
  have habs : z * |dist r A - dist r B| = |z * (dist r A - dist r B)| := by
    rw [abs_mul, abs_of_pos hz]
  rw [deformationDensity_eq N z (by linarith) A B r, habs, mul_eq_zero, or_iff_right hK]
  constructor
  · intro h
    have he : Real.cosh (z * (dist r A - dist r B)) = Real.cosh (reach s) :=
      mul_left_cancel₀ hs.ne' (by linarith)
    have h1 := Real.cosh_le_cosh.1 he.le
    have h2 := Real.cosh_le_cosh.1 he.ge
    rw [abs_of_pos hL] at h1 h2
    exact le_antisymm h1 h2
  · intro h
    rw [← Real.cosh_abs, h, hc, sub_self]
```

The negative case follows by elimination from the other two.

```lean
/-- For `N, z > 0` and overlap `0 < s < 1`, bonding depletes charge exactly where
`z |ra - rb|` exceeds `log ((1 + √(1 - s²)) / s)`. -/
theorem deformationDensity_neg_iff {N z s : ℝ} (hN : 0 < N) (hz : 0 < z)
    (hs : 0 < s) (hs1 : s < 1) (A B r : Point) :
    deformationDensity N z s A B r < 0 ↔
      Real.log ((1 + Real.sqrt (1 - s ^ 2)) / s) < z * |dist r A - dist r B| := by
  have hp := deformationDensity_pos_iff hN hz hs hs1 A B r
  have h0 := deformationDensity_eq_zero_iff hN hz hs hs1 A B r
  rw [← not_le, ← not_le, le_iff_lt_or_eq, le_iff_lt_or_eq, hp, eq_comm, h0]
```

With N = 0 the density vanishes everywhere, and the criterion for positivity fails. A negative N would give the same Δ as a positive one. With z < 0 the orbitals grow without bound, and z|ra − rb| is never positive, so the criterion would predict accumulation everywhere. In fact Δ would be negative wherever |z||ra − rb| > L, and such points exist once |z|R > L.

## Distinct nuclei and the closed-form overlap

The three sign theorems hold for any A and B, so s need not match the geometry. Since |ra − rb| ≤ R, a free s with L > zR would give no depletion anywhere. The closed form

s = exp(−w)(1 + w + w²/3), w = zR

ties s to the bond length. For w > 0 it is positive, and it is below 1 because

exp(w) ≥ 1 + w + w²/2 > 1 + w + w²/3.

```lean
/-- The closed-form 1s overlap lies strictly between 0 and 1 for every `w > 0`. -/
theorem overlap1s_mem {w : ℝ} (hw : 0 < w) : 0 < overlap1s w ∧ overlap1s w < 1 := by
  unfold overlap1s
  refine ⟨by positivity, ?_⟩
  have h := Real.quadratic_le_exp_of_nonneg hw.le
  have hlt : 1 + w + w ^ 2 / 3 < Real.exp w := by nlinarith [pow_pos hw 2]
  calc Real.exp (-w) * (1 + w + w ^ 2 / 3)
      < Real.exp (-w) * Real.exp w := mul_lt_mul_of_pos_left hlt (Real.exp_pos _)
    _ = 1 := by rw [← Real.exp_add, neg_add_cancel, Real.exp_zero]
```

At nucleus A, ra = 0 and rb = R, so Δ is negative there if s cosh w > 1, that is, if (1 + w + w²/3) cosh w > exp(w). The mean value theorem gives a c between 0 and w with sinh w = w cosh c < w cosh w. Hence

exp(w) = cosh w + sinh w < (1 + w) cosh w < (1 + w + w²/3) cosh w.

Multiplying by exp(−w) gives the required inequality. In Lean these steps are `hsinh`, `hexp` and `hone`, and the factorised form of Δ turns the last one into the sign.

```lean
/-- With `N, z > 0`, distinct nuclei and the closed-form 1s overlap, the deformation density
is negative at the nucleus `A`. -/
theorem deformationDensity_nucleus_neg {N z : ℝ} (hN : 0 < N) (hz : 0 < z)
    {A B : Point} (hAB : A ≠ B) :
    deformationDensity N z (overlap1s (z * dist A B)) A B A < 0 := by
  have hw : 0 < z * dist A B := mul_pos hz (dist_pos.2 hAB)
  have hs := (overlap1s_mem hw).1
  rw [deformationDensity_eq N z (by linarith) A B A, dist_self, zero_sub, mul_neg,
    Real.cosh_neg]
  have hK : 0 < 2 * orbital N z A A * orbital N z B A / (1 + overlap1s (z * dist A B)) := by
    unfold orbital
    positivity
  refine mul_neg_of_pos_of_neg hK ?_
  generalize z * dist A B = w at hw
  -- mean value theorem: sinh w = w cosh c with 0 < c < w
  obtain ⟨c, hc, hslope⟩ := exists_hasDerivAt_eq_slope Real.sinh Real.cosh hw
    Real.continuous_sinh.continuousOn (fun x _ => Real.hasDerivAt_sinh x)
  rw [Real.sinh_zero, sub_zero, sub_zero, eq_div_iff hw.ne'] at hslope
  have hcw : Real.cosh c < Real.cosh w := by
    rw [Real.cosh_lt_cosh, abs_of_pos hc.1, abs_of_pos hw]
    exact hc.2
  have hsinh : Real.sinh w < w * Real.cosh w := by
    have := mul_lt_mul_of_pos_left hcw hw
    linarith
  have hexp : Real.exp w < (1 + w + w ^ 2 / 3) * Real.cosh w := by
    have h1 := Real.cosh_add_sinh w
    have h2 : 0 < w ^ 2 / 3 * Real.cosh w := mul_pos (by positivity) (Real.cosh_pos w)
    linarith
  have hone : 1 < overlap1s w * Real.cosh w := by
    calc (1 : ℝ) = Real.exp (-w) * Real.exp w := by
          rw [← Real.exp_add, neg_add_cancel, Real.exp_zero]
      _ < Real.exp (-w) * ((1 + w + w ^ 2 / 3) * Real.cosh w) :=
          mul_lt_mul_of_pos_left hexp (Real.exp_pos _)
      _ = overlap1s w * Real.cosh w := by
          unfold overlap1s
          ring
  linarith

end

end HydrogenDeformationDensity
```

```lean
#print axioms HydrogenDeformationDensity.atomic_densities_eq
#print axioms HydrogenDeformationDensity.deformationDensity_neg_iff
#print axioms HydrogenDeformationDensity.deformationDensity_nucleus_neg
```

```
'HydrogenDeformationDensity.atomic_densities_eq' depends on axioms: [propext, Classical.choice, Quot.sound]
'HydrogenDeformationDensity.deformationDensity_neg_iff' depends on axioms: [propext, Classical.choice, Quot.sound]
'HydrogenDeformationDensity.deformationDensity_nucleus_neg' depends on axioms: [propext, Classical.choice, Quot.sound]
```

The hypothesis `hAB` says that the nuclei are distinct, which makes w positive. If they coincided, then w = 0, s = 1 and Δ = 0 at the nucleus, so strict negativity would fail. For distinct nuclei the theorem holds at every bond length: within this model, the density at the nuclei always falls. This is a consequence of the fixed exponent. In the real molecule near its equilibrium bond length the orbitals are contracted, and the density at the nuclei is higher than that of the superposed free atoms. Geometrically, the zero surface of the model consists of the two sheets of a hyperboloid with foci A and B, and density accumulates between them.

## The overlap as an integral

Another formal statement would fix N = √(z³/π) and define s as the integral of ab over space. The bounds 0 < s < 1 would then be consequences of A ≠ B and z > 0, and the deformation density would integrate to zero, as it should when charge is only moved around. With s left free, that balance generally fails. The cost would be proofs of integrability. The result at the nucleus would not need the value of the two-centre integral: Δ is continuous, positive on the plane midway between the nuclei and integrates to zero, so it is negative somewhere, and by the sign criterion it is then negative at A, where |ra − rb| takes its largest value R. The sign criterion itself would read the same, with s computed from z and R.
